# A larger basis can lower the Gross-Pitaevskii energy and raise the chemical potential: a two-site example

A Bose condensate in mean-field theory is described by one orbital, which a calculation expands in a finite basis. Adding basis functions can't raise the minimum energy. The chemical potential $\mu$ is often wanted too, and it weights the interaction differently from the energy. Does it also approach its full-basis value from above?

Two sites are enough to show that it need not. Take real unit vectors $x=(x_0,x_1)$, one-body Hamiltonian $H=\mathrm{diag}(0,g)$ and repulsive coupling $g>0$. Enlarging the basis from the single function $(\sqrt3,1)$ to the whole plane lowers the energy from $9g/16$ to $g/2$ and raises the chemical potential from $7g/8$ to $g$.

## Orbitals, energies and basis sets

In Lean 4 with Mathlib:

```lean
import Mathlib

open Matrix

namespace GrossPitaevskiiBasisError

noncomputable section

variable {n : Type*} [Fintype n]
```

The finite type `n` labels the sites. An orbital is a function `n → ℝ`, that is, a real vector with one amplitude $x_i$ per site.

```lean
/-- Gross-Pitaevskii energy per particle of the real orbital `x`, with one-body Hamiltonian `H`
and contact coupling `g`. -/
def energy (H : Matrix n n ℝ) (g : ℝ) (x : n → ℝ) : ℝ :=
  x ⬝ᵥ (H *ᵥ x) + g / 2 * ∑ i, x i ^ 4
```

Here `⬝ᵥ` is the dot product and `*ᵥ` applies a matrix to a vector, so the definition reads
$$E(x)=\langle x,Hx\rangle+\frac g2\sum_i x_i^4 .$$
This is the energy per particle. The coupling $g$ stands for the on-site interaction strength multiplied by the particle number.

```lean
/-- Chemical potential expression of the real orbital `x`: the interaction term enters with twice
the weight it has in the energy. -/
def chemicalPotential (H : Matrix n n ℝ) (g : ℝ) (x : n → ℝ) : ℝ :=
  x ⬝ᵥ (H *ᵥ x) + g * ∑ i, x i ^ 4
```

In the same notation,
$$\mu(x)=\langle x,Hx\rangle+g\sum_i x_i^4 ,$$
which is $E(x)$ plus the interaction energy once more.

```lean
/-- `x` is a ground state in the basis set spanning `V`: a unit vector of `V` whose energy is
lowest among all unit vectors of `V`. -/
def IsGroundState (H : Matrix n n ℝ) (g : ℝ) (V : Submodule ℝ (n → ℝ)) (x : n → ℝ) : Prop :=
  x ∈ V ∧ x ⬝ᵥ x = 1 ∧ ∀ y ∈ V, y ⬝ᵥ y = 1 → energy H g x ≤ energy H g y
```

A basis set enters through the subspace `V` that it spans. A ground state in `V` is a unit vector of `V` whose energy is no higher than that of any other unit vector of `V`. The definition doesn't promise that one exists.

```lean
/-- The two-site Hamiltonian `diag(0, Δ)`. -/
def twoLevel (Δ : ℝ) : Matrix (Fin 2) (Fin 2) ℝ := !![0, 0; 0, Δ]
```

`Fin 2` has the elements 0 and 1, so the lower site is `x 0` and the upper site is `x 1`. The parameter $\Delta$ is the one-body energy of the upper site relative to the lower.

## Two results for any finite number of sites

```lean
/-- If a unit orbital `x` in `V` solves the Gross-Pitaevskii equation projected on `V` with
multiplier `μ`, then `μ` is its chemical potential. -/
theorem chemicalPotential_eq_multiplier (H : Matrix n n ℝ) (g μ : ℝ)
    (V : Submodule ℝ (n → ℝ)) {x : n → ℝ} (hx : x ∈ V) (hu : x ⬝ᵥ x = 1)
    (h : ∀ v ∈ V, v ⬝ᵥ (H *ᵥ x + fun i => g * x i ^ 3) = μ * (v ⬝ᵥ x)) :
    chemicalPotential H g x = μ := by
  -- project the equation on the orbital itself
  have hp := h x hx
  rw [hu, mul_one, dotProduct_add] at hp
  rw [← hp, chemicalPotential]
  congr 1
  simp only [dotProduct, Finset.mul_sum]
  exact Finset.sum_congr rfl fun i _ => by ring
```

The hypothesis `h` is the Gross-Pitaevskii equation tested against every $v\in V$:
$$\sum_i v_i\big[(Hx)_i+g x_i^3\big]=\mu\,\langle v,x\rangle .$$
Choose $v=x$. The left side becomes $\langle x,Hx\rangle+g\sum_i x_i^4$ and the right side becomes $\mu$, because $\langle x,x\rangle=1$. This identifies `chemicalPotential` with the multiplier of the equation. That $x$ solves the equation is assumed here, not derived from minimization.

In the proof, `h x hx` makes this choice of $v$, and the last lines match $x_i\cdot g x_i^3$ with $g x_i^4$.

```lean
/-- In a basis of a single function `v`, the ground states are exactly the unit vectors of
its span. -/
theorem isGroundState_span_singleton (H : Matrix n n ℝ) (g : ℝ) (v x : n → ℝ) :
    IsGroundState H g (Submodule.span ℝ {v}) x ↔
      x ∈ Submodule.span ℝ {v} ∧ x ⬝ᵥ x = 1 := by
  refine ⟨fun h => ⟨h.1, h.2.1⟩, fun ⟨hx, hu⟩ => ⟨hx, hu, fun y hy hyu => ?_⟩⟩
  obtain ⟨c, rfl⟩ := Submodule.mem_span_singleton.1 hx
  obtain ⟨d, rfl⟩ := Submodule.mem_span_singleton.1 hy
  simp only [smul_dotProduct, dotProduct_smul, smul_eq_mul] at hu hyu
  -- normalization fixes the squared amplitude
  have hcd : c ^ 2 = d ^ 2 := by linear_combination d ^ 2 * hu - c ^ 2 * hyu
  -- the energy depends on the squared amplitude only
  have key : ∀ t : ℝ, energy H g (t • v) =
      t ^ 2 * (v ⬝ᵥ (H *ᵥ v)) + g / 2 * ((t ^ 2) ^ 2 * ∑ i, v i ^ 4) := by
    intro t
    simp only [energy, Matrix.mulVec_smul, smul_dotProduct, dotProduct_smul, smul_eq_mul,
      Pi.smul_apply, mul_pow, ← Finset.mul_sum]
    ring
  rw [key, key, hcd]
```

With a single basis function $v$, normalization leaves nothing to minimize. Let $x=cv$ and $y=dv$ be unit vectors. Then $c^2\langle v,v\rangle=d^2\langle v,v\rangle=1$, hence $c^2=d^2$. Since
$$E(tv)=t^2\langle v,Hv\rangle+\frac g2\,t^4\sum_i v_i^4$$
depends only on $t^2$, the two energies agree, and every unit vector of the span is a ground state. In the code, `hcd` is the equality of squares and `key` is the formula for $E(tv)$. If $v=0$, the span has no unit vector and both sides of the equivalence are false.

## Everything in terms of the upper-site population

```lean
/-- The one-body energy on two sites is `Δ` times the population of the upper site. -/
theorem twoLevel_expectation (Δ : ℝ) (x : Fin 2 → ℝ) :
    x ⬝ᵥ (twoLevel Δ *ᵥ x) = Δ * x 1 ^ 2 := by
  simp [twoLevel, Matrix.mulVec, dotProduct, Fin.sum_univ_two]
  ring
```

For $H=\mathrm{diag}(0,\Delta)$ the one-body energy is $\Delta x_1^2$. Write $p=x_1^2$ for the upper-site population.

```lean
/-- Energy of a unit orbital on two sites as a function of its upper-site population `x 1 ^ 2`. -/
theorem energy_twoLevel (Δ g : ℝ) {x : Fin 2 → ℝ} (hu : x ⬝ᵥ x = 1) :
    energy (twoLevel Δ) g x = g / 2 + (Δ - g) * x 1 ^ 2 + g * x 1 ^ 4 := by
  simp only [dotProduct, Fin.sum_univ_two] at hu
  rw [energy, twoLevel_expectation, Fin.sum_univ_two]
  linear_combination g / 2 * (x 0 ^ 2 + 1 - x 1 ^ 2) * hu
```

Normalization gives $x_0^2=1-p$, so $\sum_i x_i^4=(1-p)^2+p^2=1-2p+2p^2$ and
$$E=\frac g2+(\Delta-g)\,p+g\,p^2 .$$
The tactic `linear_combination` proves an equation by adding multiples of known ones. The multiple of `hu` given here turns $x_0^4$ into $(1-p)^2$.

```lean
/-- Chemical potential of a unit orbital on two sites as a function of its upper-site population
`x 1 ^ 2`. -/
theorem chemicalPotential_twoLevel (Δ g : ℝ) {x : Fin 2 → ℝ} (hu : x ⬝ᵥ x = 1) :
    chemicalPotential (twoLevel Δ) g x = g + (Δ - 2 * g) * x 1 ^ 2 + 2 * g * x 1 ^ 4 := by
  simp only [dotProduct, Fin.sum_univ_two] at hu
  rw [chemicalPotential, twoLevel_expectation, Fin.sum_univ_two]
  linear_combination g * (x 0 ^ 2 + 1 - x 1 ^ 2) * hu
```

With the doubled interaction weight, the same substitution yields
$$\mu=g+(\Delta-2g)\,p+2g\,p^2 .$$
The linear coefficients differ: for $g\le\Delta<2g$ the energy does not decrease with $p$, while $\mu$ at first does.

```lean
/-- For `0 < g ≤ Δ` the ground states in the full two-site basis are exactly the unit vectors
with an empty upper site. -/
theorem isGroundState_top_iff {Δ g : ℝ} (hg : 0 < g) (hΔ : g ≤ Δ) (x : Fin 2 → ℝ) :
    IsGroundState (twoLevel Δ) g ⊤ x ↔ x ⬝ᵥ x = 1 ∧ x 1 = 0 := by
  constructor
  · rintro ⟨_, hu, hmin⟩
    refine ⟨hu, ?_⟩
    -- compare with the orbital localized on the lower site
    have he : (![1, 0] : Fin 2 → ℝ) ⬝ᵥ ![1, 0] = 1 := by
      simp [dotProduct, Fin.sum_univ_two]
    have h1 : (![1, 0] : Fin 2 → ℝ) 1 = 0 := by simp
    have h := hmin ![1, 0] Submodule.mem_top he
    rw [energy_twoLevel Δ g hu, energy_twoLevel Δ g he, h1] at h
    by_contra hne
    have h4 : 0 < x 1 ^ 4 := by positivity
    nlinarith [mul_pos hg h4, mul_nonneg (sub_nonneg.2 hΔ) (sq_nonneg (x 1))]
  · rintro ⟨hu, h0⟩
    refine ⟨Submodule.mem_top, hu, fun y _ hy => ?_⟩
    rw [energy_twoLevel Δ g hu, energy_twoLevel Δ g hy, h0]
    have h4 : 0 ≤ y 1 ^ 4 := by positivity
    nlinarith [mul_nonneg hg.le h4, mul_nonneg (sub_nonneg.2 hΔ) (sq_nonneg (y 1))]
```

The symbol `⊤` is the whole space, here the full two-site basis. Relative to the orbital $(1,0)$, a unit vector has excess energy $(\Delta-g)p+gp^2$. For $0<g\le\Delta$ this is never negative, and it vanishes only at $p=0$. The ground states are therefore the unit vectors with $x_1=0$, namely $(\pm1,0)$.

The first half of the proof compares a minimizer with `![1, 0]`, and the second checks that an empty upper site is optimal. The tactic `nlinarith` closes the inequalities from the products supplied to it. The condition $g\le\Delta$ says that the level spacing is at least the coupling. If $\Delta<g$, the energy has negative slope at $p=0$, and repulsion pushes some population upstairs.

## When the two errors have opposite signs

```lean
/-- Let `0 < g ≤ Δ`, and let a unit trial orbital `x` populate the upper site. Its energy lies above
that of a full-basis ground state `y`, while its chemical potential lies below that of `y` exactly
when `Δ + 2 g x₁² < 2 g`. -/
theorem basis_error_signs {Δ g : ℝ} (hg : 0 < g) (hΔ : g ≤ Δ) {x y : Fin 2 → ℝ}
    (hu : x ⬝ᵥ x = 1) (hx : x 1 ≠ 0) (hy : IsGroundState (twoLevel Δ) g ⊤ y) :
    energy (twoLevel Δ) g y < energy (twoLevel Δ) g x ∧
      (chemicalPotential (twoLevel Δ) g x < chemicalPotential (twoLevel Δ) g y ↔
        Δ + 2 * g * x 1 ^ 2 < 2 * g) := by
  obtain ⟨hyu, hy1⟩ := (isGroundState_top_iff hg hΔ y).1 hy
  have hb : 0 < x 1 ^ 2 := by positivity
  have h4 : 0 < x 1 ^ 4 := by positivity
  rw [energy_twoLevel Δ g hu, energy_twoLevel Δ g hyu, chemicalPotential_twoLevel Δ g hu,
    chemicalPotential_twoLevel Δ g hyu, hy1]
  refine ⟨?_, fun h => ?_, fun h => ?_⟩
  · nlinarith [mul_pos hg h4, mul_nonneg (sub_nonneg.2 hΔ) hb.le]
  · by_contra hn
    nlinarith [mul_nonneg hb.le (sub_nonneg.2 (not_lt.1 hn))]
  · nlinarith [mul_pos hb (sub_pos.2 h)]
```

Let $x$ be a unit trial orbital with $p>0$ and $y$ a full-basis ground state. Then
$$E(x)-E(y)=(\Delta-g)p+gp^2>0,\qquad \mu(x)-\mu(y)=p\,(\Delta-2g+2gp).$$
Since $p>0$, the second difference is negative exactly when $\Delta+2gp<2g$. The proof inserts the two formulas and leaves these signs to `nlinarith`.

In the weak-coupling limit, $g\to0$ at fixed $\Delta>0$, this condition fails for every $p>0$ once $g\le\Delta/2$, and $\mu$ then errs upward together with the energy.

```lean
/-- For `H = diag(0, g)` with `g > 0`, ground states exist both in the span of `(√3, 1)` and in the
full basis. Passing from the first to the second changes the energy from `9g/16` to `g/2` and the
chemical potential from `7g/8` to `g`. -/
theorem energy_falls_chemicalPotential_rises {g : ℝ} (hg : 0 < g) :
    (∃ x, IsGroundState (twoLevel g) g (Submodule.span ℝ {![Real.sqrt 3, 1]}) x) ∧
    (∃ y, IsGroundState (twoLevel g) g ⊤ y) ∧
    (∀ x, IsGroundState (twoLevel g) g (Submodule.span ℝ {![Real.sqrt 3, 1]}) x →
      energy (twoLevel g) g x = 9 * g / 16 ∧
        chemicalPotential (twoLevel g) g x = 7 * g / 8) ∧
    (∀ y, IsGroundState (twoLevel g) g ⊤ y →
      energy (twoLevel g) g y = g / 2 ∧ chemicalPotential (twoLevel g) g y = g) := by
  refine ⟨⟨(1 / 2 : ℝ) • ![Real.sqrt 3, 1], ?_⟩, ⟨![1, 0], ?_⟩, fun x hx => ?_, fun y hy => ?_⟩
  · refine (isGroundState_span_singleton _ _ _ _).2
      ⟨Submodule.smul_mem _ _ (Submodule.mem_span_singleton_self _), ?_⟩
    have hv : (![Real.sqrt 3, 1] : Fin 2 → ℝ) ⬝ᵥ ![Real.sqrt 3, 1] = 4 := by
      norm_num [dotProduct, Fin.sum_univ_two]
    simp only [smul_dotProduct, dotProduct_smul, smul_eq_mul, hv]
    norm_num
  · exact (isGroundState_top_iff hg le_rfl _).2 (by simp [dotProduct, Fin.sum_univ_two])
  · obtain ⟨hm, hu, _⟩ := hx
    obtain ⟨c, hc⟩ := Submodule.mem_span_singleton.1 hm
    have h0 : x 0 = c * Real.sqrt 3 := by rw [← hc]; simp
    have h1 : x 1 = c := by rw [← hc]; simp
    have hs : Real.sqrt 3 ^ 2 = 3 := Real.sq_sqrt (by norm_num)
    -- a quarter of the population sits on the upper site
    have hq : x 1 ^ 2 = 1 / 4 := by
      have hn := hu
      simp only [dotProduct, Fin.sum_univ_two, h0, h1] at hn
      rw [h1]
      linear_combination 1 / 4 * hn - c ^ 2 / 4 * hs
    rw [energy_twoLevel g g hu, chemicalPotential_twoLevel g g hu]
    constructor
    · linear_combination g * (x 1 ^ 2 + 1 / 4) * hq
    · linear_combination (-g + 2 * g * (x 1 ^ 2 + 1 / 4)) * hq
  · obtain ⟨hu, h1⟩ := (isGroundState_top_iff hg le_rfl y).1 hy
    rw [energy_twoLevel g g hu, chemicalPotential_twoLevel g g hu, h1]
    constructor <;> ring

end

end GrossPitaevskiiBasisError
```

The first two clauses say that ground states exist in both bases. The other two give the values for every ground state, so the choice of overall sign doesn't matter.

The vector $(\sqrt3,1)$ has squared length 4. Normalized, it is $(\sqrt3/2,1/2)$, with $p=1/4$. Setting $\Delta=g$ gives
$$E=\frac g2+\frac g{16}=\frac{9g}{16},\qquad \mu=g-\frac g4+\frac g8=\frac{7g}8 .$$
In the full basis $p=0$, so $E=g/2$ and $\mu=g$. In the proof, `hq` is the statement $p=1/4$.

The energy balance shows what happens. Moving all population to the lower site saves $g/4$ of one-body energy and costs $3g/16$ of interaction energy. The energy therefore falls by $g/16$. The chemical potential counts the interaction cost twice, so it rises by $g/8$.

For finite-basis condensate calculations, this two-site mean-field model with real orbitals shows that the variational bound on the energy does not carry over to the chemical potential.

```lean
#print axioms GrossPitaevskiiBasisError.chemicalPotential_eq_multiplier
#print axioms GrossPitaevskiiBasisError.basis_error_signs
#print axioms GrossPitaevskiiBasisError.energy_falls_chemicalPotential_rises
```

```
'GrossPitaevskiiBasisError.chemicalPotential_eq_multiplier' depends on axioms: [propext, Classical.choice, Quot.sound]
'GrossPitaevskiiBasisError.basis_error_signs' depends on axioms: [propext, Classical.choice, Quot.sound]
'GrossPitaevskiiBasisError.energy_falls_chemicalPotential_rises' depends on axioms: [propext, Classical.choice, Quot.sound]
```
